# Rayleigh interlacing for one added harmonic spring: the mode count below any value falls by 0 or 1

## At most one mode above the old maximum

Add one spring to a finite harmonic crystal, diagonalise again, and suppose that two squared frequencies now lie above the old maximum. If both exceed it by more than the rounding error, the output is wrong: one spring acting along a single displacement pattern can lift at most one mode above the old maximum.

The bound serves as a check on computed spectra of finite harmonic models in which the defect is a single spring acting along one displacement pattern.

## A spring as a rank-one change

Let $w$ be the vector of mass-weighted displacements and $D$ the real symmetric dynamical matrix. The potential energy is $\tfrac12\, w\cdot Dw$, and the eigenvalues of $D$ are the squared frequencies. A spring that responds only to the combination $v\cdot w$ of displacements adds the energy $\tfrac12 s\,(v\cdot w)^2$, so the new matrix is

$$D' = D + s\,vv^T .$$

For a spring of force constant $s$ between two atoms, at its natural length when the atoms are in equilibrium, $v$ has entries on those two atoms only: the bond direction divided by the square root of the mass, with opposite signs. The condition $s\ge 0$ says that the defect stiffens the crystal or leaves it unchanged.

## The statements in Lean

The finite type `n` labels the displacement coordinates, and `withDefect D s v` is $D'$, with `vecMulVec v v` for $vv^T$.

`det_withDefect` says that if $\det(z-D)\neq 0$, then

$$\det(z-D') = \det(z-D)\,\bigl(1 - s\,v^T(z-D)^{-1}v\bigr).$$

It holds over any field `K`, so $z$ may be complex, and it doesn't need $D$ to be symmetric. The product `⬝ᵥ` involves no complex conjugation, in agreement with $v^T$.

`modesBelow hA x`, written $N_A(x)$ here, counts the eigenvalues of a real symmetric matrix $A$ strictly below $x$, with multiplicity. The argument `hA` is the proof that $A$ is symmetric. Since eigenvalues are squared frequencies, so is $x$. `rayleigh_interlacing` says that for $s\ge0$ and every real $x$,

$$N_D(x)-N_{D'}(x)\in\{0,1\}.$$

The difference is taken in the integers, because subtraction of natural numbers in Lean stops at zero. No eigenvalue is required to be positive, so unstable modes are allowed.

`at_most_one_mode_above` adds that if all modes of $D$ lie below $x$, at most one mode of $D'$ lies at or above $x$. It doesn't say that such a mode exists or that it is localised.

The theorems treat a finite system and one rank-one term. A changed mass, which rescales rows and columns of $D$, is in general not of this form. The counting theorems also leave out complex Hermitian matrices, such as those at a general wavevector.

## The determinant by factoring

Put $M=z-D$, which is invertible. Then

$$M - s\,vv^T = M\,(1 - s\,M^{-1}v\,v^T).$$

For a column $a$ and a row $b^T$, the block matrix

$$\begin{pmatrix} 1 & -a\\ b^T & 1\end{pmatrix}$$

has determinant $1+b^Ta$ if the upper left block is eliminated first, and $\det(1+ab^T)$ if the lower right one is. The two are therefore equal. With $a=-sM^{-1}v$ and $b=v$, the second factor has determinant $1-s\,v^TM^{-1}v$, which gives the formula.

Outside the spectrum of $D$, the eigenvalues of $D'$ are thus the solutions of the secular equation $s\,v^T(z-D)^{-1}v=1$. Eigenvalues that $D'$ shares with $D$ have to be found separately.

## The mode count by comparing energies

Let $A$ be real symmetric with eigenvalues $\alpha_i$, and let $c_i$ be the components of $w$ along its orthonormal eigenvectors. Then

$$w\cdot Aw - x\,w\cdot w=\sum_i(\alpha_i-x)\,c_i^2 .$$

**Comparison principle.** Let $B$ be a second real symmetric matrix, and suppose that $w\cdot Bw\le w\cdot Aw$ for all $w$ obeying $k$ homogeneous linear constraints. Then $N_A(x)\le N_B(x)+k$.

Suppose instead that $N_A(x)>N_B(x)+k$. Take the span of the modes of $A$ below $x$, which has dimension $N_A(x)$. Impose the $k$ constraints on it, together with orthogonality to the $N_B(x)$ modes of $B$ below $x$. There are fewer equations than dimensions, so some $w\neq0$ satisfies them all.

In the coordinates of $A$, only terms with $\alpha_i<x$ occur, hence $w\cdot Aw-x\,w\cdot w<0$. In the coordinates of $B$, only terms with eigenvalue at least $x$ occur, hence $w\cdot Bw-x\,w\cdot w\ge0$. This contradicts $w\cdot Bw\le w\cdot Aw$.

For the defect,

$$w\cdot D'w = w\cdot Dw + s\,(v\cdot w)^2 .$$

- Since $s\ge0$, $w\cdot Dw\le w\cdot D'w$ for every $w$. The principle with $A=D'$, $B=D$, $k=0$ gives $N_{D'}(x)\le N_D(x)$.
- If $v\cdot w=0$, the two energies agree. The principle with $A=D$, $B=D'$, $k=1$ gives $N_D(x)\le N_{D'}(x)+1$.

Together these give a difference of 0 or 1. If all modes of $D$ lie below $x$, then all modes of $D'$ except at most one do too.

Rayleigh's result is often written for the eigenvalues $\lambda_j$ of $D$ and $\lambda'_j$ of $D'$, each in increasing order, as $\lambda_j\le\lambda'_j\le\lambda_{j+1}$, where the right-hand inequality is omitted for the largest $j$; the file states it through counts and does not derive the ordered list.

## The complete file

```lean
import Mathlib

open Matrix

namespace DefectInterlacing

noncomputable section

variable {n : Type*} [Fintype n] [DecidableEq n]

/-- The dynamical matrix `D` with an added defect spring of strength `s` acting along the
displacement pattern `v`. -/
def withDefect {K : Type*} [Field K] (D : Matrix n n K) (s : K) (v : n → K) : Matrix n n K :=
  D + s • vecMulVec v v

/-- The number of eigenvalues (squared frequencies) of a real symmetric matrix below `x`,
counted with multiplicity. -/
def modesBelow {A : Matrix n n ℝ} (hA : A.IsHermitian) (x : ℝ) : ℕ :=
  (Finset.univ.filter fun i => hA.eigenvalues i < x).card

/-- Subtracting `s v vᵀ` from an invertible matrix `M` multiplies its determinant by `1 - s vᵀ M⁻¹
v`. -/
theorem det_sub_rank_one {K : Type*} [Field K] (M : Matrix n n K) (s : K) (v : n → K)
    (hM : M.det ≠ 0) :
    (M - s • vecMulVec v v).det = M.det * (1 - s * (v ⬝ᵥ (M⁻¹ *ᵥ v))) := by
  obtain ⟨C, hC⟩ : ∃ C : Matrix n (Fin 1) K, ∀ i j, C i j = -(s * v i) :=
    ⟨fun i _ => -(s * v i), fun _ _ => rfl⟩
  obtain ⟨R, hR⟩ : ∃ R : Matrix (Fin 1) n K, ∀ i j, R i j = v j :=
    ⟨fun _ j => v j, fun _ _ => rfl⟩
  have hinv : M * M⁻¹ = 1 := Matrix.mul_nonsing_inv M (isUnit_iff_ne_zero.2 hM)
  -- factor out `M`
  have hfac : M - s • vecMulVec v v = M * (1 + (M⁻¹ * C) * R) := by
    rw [Matrix.mul_add, Matrix.mul_one, ← Matrix.mul_assoc, ← Matrix.mul_assoc, hinv,
      Matrix.one_mul]
    ext i j
    simp only [Matrix.sub_apply, Matrix.add_apply, Matrix.smul_apply, vecMulVec_apply,
      Matrix.mul_apply, Finset.univ_unique, Finset.sum_singleton, hC, hR, smul_eq_mul]
    ring
  have h00 : (R * (M⁻¹ * C)) 0 0 = -(s * (v ⬝ᵥ (M⁻¹ *ᵥ v))) := by
    simp only [Matrix.mul_apply, dotProduct, mulVec, Finset.mul_sum,
      ← Finset.sum_neg_distrib, hC, hR]
    refine Finset.sum_congr rfl fun i _ => Finset.sum_congr rfl fun j _ => ?_
    ring
  -- the remaining determinant is that of a 1 × 1 matrix
  rw [hfac, Matrix.det_mul, Matrix.det_one_add_mul_comm, Matrix.det_fin_one,
    Matrix.add_apply, Matrix.one_apply_eq, h00, ← sub_eq_add_neg]

/-- For `z` outside the spectrum of `D`, the characteristic determinant with the defect is the
one without it times `1 - s vᵀ (z - D)⁻¹ v`. -/
theorem det_withDefect {K : Type*} [Field K] (D : Matrix n n K) (s z : K) (v : n → K)
    (hz : (z • (1 : Matrix n n K) - D).det ≠ 0) :
    (z • (1 : Matrix n n K) - withDefect D s v).det =
      (z • (1 : Matrix n n K) - D).det *
        (1 - s * (v ⬝ᵥ ((z • (1 : Matrix n n K) - D)⁻¹ *ᵥ v))) := by
  rw [withDefect, ← sub_sub]
  exact det_sub_rank_one _ s v hz

/-- Outside the spectrum of `D`, the characteristic determinant with the defect vanishes at `z`
exactly when `s vᵀ (z - D)⁻¹ v = 1`. -/
theorem secular_equation {K : Type*} [Field K] (D : Matrix n n K) (s z : K) (v : n → K)
    (hz : (z • (1 : Matrix n n K) - D).det ≠ 0) :
    (z • (1 : Matrix n n K) - withDefect D s v).det = 0 ↔
      s * (v ⬝ᵥ ((z • (1 : Matrix n n K) - D)⁻¹ *ᵥ v)) = 1 := by
  rw [det_withDefect D s z v hz, mul_eq_zero, or_iff_right hz, sub_eq_zero, eq_comm]

omit [DecidableEq n] in
/-- On a displacement `w` the defect adds the term `s (v · w) v` to `D w`. -/
theorem withDefect_mulVec (D : Matrix n n ℝ) (s : ℝ) (v w : n → ℝ) :
    withDefect D s v *ᵥ w = D *ᵥ w + (s * (v ⬝ᵥ w)) • v := by
  ext i
  simp only [withDefect, mulVec, dotProduct, Matrix.add_apply, Matrix.smul_apply,
    vecMulVec_apply, Pi.add_apply, Pi.smul_apply, smul_eq_mul, add_mul,
    Finset.sum_add_distrib, Finset.mul_sum, Finset.sum_mul]
  congr 1
  refine Finset.sum_congr rfl fun j _ => ?_
  ring

omit [Fintype n] [DecidableEq n] in
/-- The dynamical matrix with the defect is again symmetric. -/
theorem withDefect_isHermitian {D : Matrix n n ℝ} (hD : D.IsHermitian) (s : ℝ) (v : n → ℝ) :
    (withDefect D s v).IsHermitian := by
  refine Matrix.IsHermitian.ext fun i j => ?_
  have h := hD.apply i j
  simp only [star_trivial] at h ⊢
  simp only [withDefect, Matrix.add_apply, Matrix.smul_apply, vecMulVec_apply, h, smul_eq_mul]
  ring

/-- There are orthonormal normal coordinates `c` in which the quadratic form of `A - x` is the
sum of `(eigenvalue - x) c²` over the modes. -/
theorem normal_coordinates {A : Matrix n n ℝ} (hA : A.IsHermitian) :
    ∃ U : Matrix n n ℝ, Uᵀ * U = 1 ∧ ∀ (x : ℝ) (c : n → ℝ),
      (U *ᵥ c) ⬝ᵥ (A *ᵥ (U *ᵥ c)) - x * ((U *ᵥ c) ⬝ᵥ (U *ᵥ c)) =
        ∑ i, (hA.eigenvalues i - x) * c i ^ 2 := by
  obtain ⟨U, hU, hAU⟩ : ∃ U : Matrix n n ℝ, Uᵀ * U = 1 ∧
      A * U = U * diagonal hA.eigenvalues := by
    refine ⟨(hA.eigenvectorUnitary : Matrix n n ℝ), ?_, ?_⟩
    · have h := Matrix.mem_unitaryGroup_iff'.1 hA.eigenvectorUnitary.2
      rwa [Matrix.star_eq_conjTranspose, Matrix.conjTranspose_eq_transpose_of_trivial] at h
    · ext i j
      have h := congrFun (hA.mulVec_eigenvectorBasis j) i
      rw [Matrix.mul_apply, Matrix.mul_diagonal, mul_comm _ (hA.eigenvalues j)]
      exact h
  have key : ∀ c d : n → ℝ, (U *ᵥ c) ⬝ᵥ (U *ᵥ d) = c ⬝ᵥ d := fun c d => by
    rw [Matrix.dotProduct_mulVec, ← Matrix.mulVec_transpose, Matrix.mulVec_mulVec, hU,
      Matrix.one_mulVec]
  refine ⟨U, hU, fun x c => ?_⟩
  have hc : A *ᵥ (U *ᵥ c) = U *ᵥ (diagonal hA.eigenvalues *ᵥ c) := by
    rw [Matrix.mulVec_mulVec, hAU, ← Matrix.mulVec_mulVec]
  rw [hc, key, key]
  simp only [dotProduct, Matrix.mulVec_diagonal, Finset.mul_sum, ← Finset.sum_sub_distrib]
  refine Finset.sum_congr rfl fun i _ => ?_
  ring

/-- If the quadratic form of `B` is at most that of `A` on all displacements obeying `k` linear
constraints, then `A` has at most `k` more modes below `x` than `B`. -/
theorem modesBelow_le_add {A B : Matrix n n ℝ} (hA : A.IsHermitian) (hB : B.IsHermitian)
    {k : ℕ} (φ : (n → ℝ) →ₗ[ℝ] (Fin k → ℝ))
    (h : ∀ w, φ w = 0 → w ⬝ᵥ (B *ᵥ w) ≤ w ⬝ᵥ (A *ᵥ w)) (x : ℝ) :
    modesBelow hA x ≤ modesBelow hB x + k := by
  obtain ⟨U, -, hUe⟩ := normal_coordinates hA
  obtain ⟨V, hV, hVe⟩ := normal_coordinates hB
  -- amplitudes of the low modes of `A`, extended by zero
  let E : ({i // hA.eigenvalues i < x} → ℝ) →ₗ[ℝ] (n → ℝ) :=
    { toFun := fun c i => if h : hA.eigenvalues i < x then c ⟨i, h⟩ else 0
      map_add' := fun a b => by
        ext i
        by_cases h : hA.eigenvalues i < x <;> simp [h]
      map_smul' := fun r a => by
        ext i
        by_cases h : hA.eigenvalues i < x <;> simp [h] }
  have hE1 : ∀ c i (hi : hA.eigenvalues i < x), E c i = c ⟨i, hi⟩ := fun c i hi => dif_pos hi
  have hE0 : ∀ c i, ¬ hA.eigenvalues i < x → E c i = 0 := fun c i hi => dif_neg hi
  -- project on the low modes of `B` and record the constraints
  let f := (((LinearMap.funLeft ℝ ℝ (Subtype.val : {j // hB.eigenvalues j < x} → n)).comp
    (Vᵀ).mulVecLin).prod φ).comp (U.mulVecLin.comp E)
  have hf : Function.Injective f := by
    rw [injective_iff_map_eq_zero]
    intro c hc
    have h1 : ∀ j, hB.eigenvalues j < x → (Vᵀ *ᵥ (U *ᵥ E c)) j = 0 :=
      fun j hj => congrFun (congrArg Prod.fst hc) ⟨j, hj⟩
    have h2 : φ (U *ᵥ E c) = 0 := congrArg Prod.snd hc
    have hw : V *ᵥ (Vᵀ *ᵥ (U *ᵥ E c)) = U *ᵥ E c := by
      rw [Matrix.mulVec_mulVec, mul_eq_one_comm.1 hV, Matrix.one_mulVec]
    have eA := hUe x (E c)
    have eB := hVe x (Vᵀ *ᵥ (U *ᵥ E c))
    rw [hw] at eB
    have hpos : 0 ≤ ∑ j, (hB.eigenvalues j - x) * (Vᵀ *ᵥ (U *ᵥ E c)) j ^ 2 := by
      refine Finset.sum_nonneg fun j _ => ?_
      rcases lt_or_ge (hB.eigenvalues j) x with hj | hj
      · rw [h1 j hj]
        simp
      · exact mul_nonneg (sub_nonneg.2 hj) (sq_nonneg _)
    have hneg : ∀ i, (hA.eigenvalues i - x) * E c i ^ 2 ≤ 0 := fun i => by
      by_cases hi : hA.eigenvalues i < x
      · exact mul_nonpos_of_nonpos_of_nonneg (by linarith) (sq_nonneg _)
      · rw [hE0 c i hi]
        simp
    have hsum : ∑ i, (hA.eigenvalues i - x) * E c i ^ 2 = 0 :=
      le_antisymm (Finset.sum_nonpos fun i _ => hneg i) (by linarith [h _ h2])
    funext ⟨i, hi⟩
    show c ⟨i, hi⟩ = 0
    have hz := (Finset.sum_eq_zero_iff_of_nonpos (fun i _ => hneg i)).1 hsum i
      (Finset.mem_univ i)
    rcases mul_eq_zero.1 hz with h0 | h0
    · exact absurd h0 (by linarith)
    · rw [← hE1 c i hi]
      exact (pow_eq_zero_iff two_ne_zero).1 h0
  have hdim := LinearMap.finrank_le_finrank_of_injective hf
  simpa [modesBelow, Fintype.card_subtype] using hdim

/-- Rayleigh interlacing: for every real `x`, the number of modes below `x` without the defect
minus the number with a defect of strength `s ≥ 0` is 0 or 1. -/
theorem rayleigh_interlacing {D : Matrix n n ℝ} (hD : D.IsHermitian) {s : ℝ} (hs : 0 ≤ s)
    (v : n → ℝ) (x : ℝ) :
    (modesBelow hD x : ℤ) - modesBelow (withDefect_isHermitian hD s v) x = 0 ∨
      (modesBelow hD x : ℤ) - modesBelow (withDefect_isHermitian hD s v) x = 1 := by
  -- stiffening never lowers the energy
  have h1 := modesBelow_le_add (withDefect_isHermitian hD s v) hD
    (0 : (n → ℝ) →ₗ[ℝ] (Fin 0 → ℝ)) (fun w _ => by
      rw [withDefect_mulVec, dotProduct_add, dotProduct_smul, smul_eq_mul, dotProduct_comm w v]
      nlinarith [mul_nonneg hs (sq_nonneg (v ⬝ᵥ w))]) x
  -- the energy is unchanged on displacements orthogonal to `v`
  have h2 := modesBelow_le_add hD (withDefect_isHermitian hD s v)
    (Matrix.of fun (_ : Fin 1) j => v j).mulVecLin (fun w hw => by
      have h0 : v ⬝ᵥ w = 0 := congrFun hw 0
      rw [withDefect_mulVec, h0, mul_zero, zero_smul, add_zero]) x
  omega

/-- If all modes of `D` lie below `x`, then a defect of strength `s ≥ 0` leaves at most one mode
at or above `x`. -/
theorem at_most_one_mode_above {D : Matrix n n ℝ} (hD : D.IsHermitian) {s : ℝ} (hs : 0 ≤ s)
    (v : n → ℝ) (x : ℝ) (hx : ∀ i, hD.eigenvalues i < x) :
    (Finset.univ.filter fun i =>
      x ≤ (withDefect_isHermitian hD s v).eigenvalues i).card ≤ 1 := by
  have hall : modesBelow hD x = (Finset.univ : Finset n).card := by
    rw [modesBelow, Finset.filter_true_of_mem fun i _ => hx i]
  have hsplit : (Finset.univ.filter fun i =>
      x ≤ (withDefect_isHermitian hD s v).eigenvalues i).card +
      modesBelow (withDefect_isHermitian hD s v) x = (Finset.univ : Finset n).card := by
    rw [modesBelow, Finset.card_eq_sum_ones (Finset.univ : Finset n), Finset.card_filter,
      Finset.card_filter, ← Finset.sum_add_distrib]
    refine Finset.sum_congr rfl fun i _ => ?_
    rcases lt_or_ge ((withDefect_isHermitian hD s v).eigenvalues i) x with h | h
    · rw [if_neg (not_le_of_gt h), if_pos h]
    · rw [if_pos h, if_neg (not_lt_of_ge h)]
  have hmain := rayleigh_interlacing hD hs v x
  omega

end

end DefectInterlacing
```

```lean
#print axioms DefectInterlacing.secular_equation
#print axioms DefectInterlacing.at_most_one_mode_above
```

```
'DefectInterlacing.secular_equation' depends on axioms: [propext, Classical.choice, Quot.sound]
'DefectInterlacing.at_most_one_mode_above' depends on axioms: [propext, Classical.choice, Quot.sound]
```

## How the proof follows the derivation

**Determinant.** In `det_sub_rank_one`, the column `C` holds $-sv$ and the row `R` holds $v^T$. The step `hfac` factors out $M$. Then `Matrix.det_one_add_mul_comm` exchanges the order of the column and the row, which is the block-matrix identity above, and leaves a $1\times1$ determinant whose entry is computed in `h00`. `det_withDefect` sets $M=z-D$, and `secular_equation` cancels the nonzero factor $\det(z-D)$.

**Defect force and symmetry.** `withDefect_mulVec` shows that $D'w=Dw+s(v\cdot w)v$. `withDefect_isHermitian` shows that $D'$ is symmetric, which is needed before its eigenvalues can be named.

**Normal coordinates.** `normal_coordinates` takes the matrix $U$ whose columns are the orthonormal eigenvectors. The step `key` says that $U$ preserves dot products. Combined with $AU=U\,\mathrm{diag}(\alpha_i)$, it turns the quadratic form into the weighted sum of squares.

**Comparison.** `modesBelow_le_add` replaces the argument by contradiction with an injective map. The map `E` extends amplitudes on the low modes of $A$ by zero to all modes. The map `f` sends these amplitudes to the components of $w$ along the low modes of $B$, together with the $k$ constraint values in `φ`.

If `f` gives zero, `hpos` shows that the sum for $B$ is nonnegative, and `hneg` that each term for $A$ is at most zero. The energy hypothesis then forces the sum for $A$ to vanish (`hsum`). Each term vanishes separately, and since $\alpha_i-x<0$ on the low modes, every amplitude is zero. So `f` is injective, and comparing dimensions gives $N_A(x)\le N_B(x)+k$.

**Interlacing.** In `rayleigh_interlacing`, `h1` is the case $k=0$, where `nlinarith` uses $s(v\cdot w)^2\ge0$. The case $k=1$ is `h2`, with $v\cdot w=0$ as the constraint. `omega` combines the two inequalities.

**Modes above the old maximum.** In `at_most_one_mode_above`, `hall` says that every mode of $D$ is counted below $x$. `hsplit` divides the modes of $D'$ into those below $x$ and those at or above it. Interlacing then leaves at most one in the second group.
